# In the long-ring limit, an antiferromagnetic Ising ring at its saturation field has residual entropy k_B log((1+√5)/2) per spin

A strong magnetic field aligns all the spins of an antiferromagnetic Ising ring with nearest-neighbour coupling, but when the field is lowered to its saturation value, isolated spins can turn over at no cost in energy. How many configurations then share the lowest energy, and do they leave an entropy per spin at zero temperature in a long ring?

```lean
import Mathlib

open Finset Filter Topology

namespace IsingSaturation

/-- The value of an Ising spin: `+1` for up (`true`) and `-1` for down (`false`). -/
def spin (a : Bool) : ℝ := if a = true then 1 else -1

/-- Energy of a ring of `n` Ising spins with coupling `J` on each bond `(i, i+1)`
in a field `h`. -/
def energy {n : ℕ} [NeZero n] (J h : ℝ) (s : Fin n → Bool) : ℝ :=
  J * ∑ i, spin (s i) * spin (s (i + 1)) - h * ∑ i, spin (s i)

/-- The bonds `(i, i+1)` of the ring whose two spins are both down, labelled by `i`. -/
def downPairs {n : ℕ} [NeZero n] (s : Fin n → Bool) : Finset (Fin n) :=
  univ.filter fun i => s i = false ∧ s (i + 1) = false

/-- The configurations of least energy in the field `h = 2J`. -/
def groundStates (J : ℝ) (n : ℕ) [NeZero n] : Set (Fin n → Bool) :=
  {s : Fin n → Bool | ∀ t : Fin n → Bool, energy J (2 * J) s ≤ energy J (2 * J) t}

/-- The zero-temperature transfer matrix: weight `0` for a down-down bond and `1` for
every other bond. -/
def transfer : Matrix Bool Bool ℕ :=
  fun a b => if a = false ∧ b = false then 0 else 1

/-- In the field `h = 2J` the energy is `-nJ` plus `4J` for each bond `(i, i+1)` whose two ends are
both down. -/
theorem energy_eq_downPairs {n : ℕ} [NeZero n] (J : ℝ) (s : Fin n → Bool) :
    energy J (2 * J) s = -(n * J) + 4 * J * ((downPairs s).card : ℝ) := by
  -- each site is the first end of one bond and the second end of one bond, so the field
  -- can be shared between bond ends
  have hshift : ∑ i, spin (s (i + 1)) = ∑ i, spin (s i) :=
    Equiv.sum_comp (Equiv.addRight (1 : Fin n)) (fun i => spin (s i))
  have bond : ∀ a b : Bool, spin a * spin b - spin a - spin b
      = -1 + 4 * (if a = false ∧ b = false then (1 : ℝ) else 0) := by
    intro a b
    cases a <;> cases b <;> norm_num [spin]
  have hsum : ∑ i, (spin (s i) * spin (s (i + 1)) - spin (s i) - spin (s (i + 1)))
      = ∑ i, (-1 + 4 * (if s i = false ∧ s (i + 1) = false then (1 : ℝ) else 0)) :=
    sum_congr rfl fun i _ => bond (s i) (s (i + 1))
  rw [sum_sub_distrib, sum_sub_distrib, sum_add_distrib, ← mul_sum, hshift, sum_const,
    card_univ, Fintype.card_fin, nsmul_eq_mul] at hsum
  unfold energy downPairs
  rw [card_filter]
  push_cast
  linear_combination J * hsum

/-- A sum over the configurations of `k + 1` spins splits into a sum over the first spin and a sum
over the rest. -/
theorem sum_cons {ι R : Type*} [Fintype ι] [CommSemiring R] (k : ℕ)
    (f : (Fin (k + 1) → ι) → R) :
    ∑ s, f s = ∑ a, ∑ t : Fin k → ι, f (Fin.cons a t : Fin (k + 1) → ι) :=
  (Equiv.sum_comp (Fin.consEquiv (fun _ : Fin (k + 1) => ι)) f).symm.trans
    (Fintype.sum_prod_type _)

/-- Take the product of the bond weights `T` along an open chain of `m` bonds, times any weight `F`
of its two end spins. Its sum over all configurations is the sum of the entries of `T ^ m`, each
multiplied by the corresponding value of `F`. -/
theorem chain_sum {ι R : Type*} [Fintype ι] [DecidableEq ι] [CommSemiring R]
    (T : Matrix ι ι R) (m : ℕ) : ∀ F : ι → ι → R,
    ∑ s : Fin (m + 1) → ι, (∏ i : Fin m, T (s i.castSucc) (s i.succ)) *
      F (s 0) (s (Fin.last m)) = ∑ a, ∑ b, (T ^ m) a b * F a b := by
  induction m with
  | zero =>
    intro F
    rw [sum_cons]
    simp [Matrix.one_apply]
  | succ m ih =>
    intro F
    rw [sum_cons]
    refine sum_congr rfl fun a _ => ?_
    -- split off the first bond and absorb it in the end weight
    calc _ = ∑ t : Fin (m + 1) → ι, (∏ i : Fin m, T (t i.castSucc) (t i.succ)) *
          (T a (t 0) * F a (t (Fin.last m))) := by
          refine sum_congr rfl fun t _ => ?_
          have h : (∏ i : Fin (m + 1), T ((Fin.cons a t : Fin (m + 2) → ι) i.castSucc)
              ((Fin.cons a t : Fin (m + 2) → ι) i.succ))
              = T a (t 0) * ∏ i : Fin m, T (t i.castSucc) (t i.succ) := by
            rw [Fin.prod_univ_succ]
            rfl
          rw [h]
          change (T a (t 0) * _) * F a (t (Fin.last m)) = _
          ring
      _ = ∑ c, ∑ b, (T ^ m) c b * (T a c * F a b) := ih fun c b => T a c * F a b
      _ = ∑ b, (T ^ (m + 1)) a b * F a b := by
          rw [sum_comm]
          refine sum_congr rfl fun b _ => ?_
          rw [pow_succ', Matrix.mul_apply, sum_mul]
          exact sum_congr rfl fun c _ => by ring

/-- Transfer-matrix formula: the sum over all configurations of a ring of `m + 1` sites of
the product of bond weights is the trace of the `(m+1)`-th power of the matrix. -/
theorem ring_sum_eq_trace {ι R : Type*} [Fintype ι] [DecidableEq ι] [CommSemiring R]
    (T : Matrix ι ι R) (m : ℕ) :
    ∑ s : Fin (m + 1) → ι, ∏ i, T (s i) (s (i + 1)) = (T ^ (m + 1)).trace := by
  have h := chain_sum T m fun a b => T b a
  rw [pow_succ]
  simp only [Matrix.trace, Matrix.diag_apply, Matrix.mul_apply]
  rw [← h]
  refine sum_congr rfl fun s _ => ?_
  rw [Fin.prod_univ_castSucc]
  simp

/-- The powers of the zero-temperature transfer matrix have Fibonacci numbers as entries. -/
theorem transfer_pow (m : ℕ) :
    (transfer ^ (m + 1)) true true = Nat.fib (m + 2) ∧
    (transfer ^ (m + 1)) true false = Nat.fib (m + 1) ∧
    (transfer ^ (m + 1)) false true = Nat.fib (m + 1) ∧
    (transfer ^ (m + 1)) false false = Nat.fib m := by
  have t1 : transfer true true = 1 := rfl
  have t2 : transfer true false = 1 := rfl
  have t3 : transfer false true = 1 := rfl
  have t4 : transfer false false = 0 := rfl
  induction m with
  | zero => refine ⟨?_, ?_, ?_, ?_⟩ <;> simp [t1, t2, t3, t4]
  | succ m ih =>
    obtain ⟨h1, h2, h3, h4⟩ := ih
    have f2 : Nat.fib (m + 1 + 1) = Nat.fib m + Nat.fib (m + 1) := Nat.fib_add_two
    have f3 : Nat.fib (m + 1 + 2) = Nat.fib (m + 1) + Nat.fib (m + 2) := Nat.fib_add_two
    refine ⟨?_, ?_, ?_, ?_⟩
    · rw [pow_succ, Matrix.mul_apply, Fintype.sum_bool, h1, h2, t1, t3, f3]
      ring
    · rw [pow_succ, Matrix.mul_apply, Fintype.sum_bool, h1, h2, t2, t4]
      exact (by ring : Nat.fib (m + 2) * 1 + Nat.fib (m + 1) * 0 = Nat.fib (m + 2))
    · rw [pow_succ, Matrix.mul_apply, Fintype.sum_bool, h3, h4, t1, t3, f2]
      ring
    · rw [pow_succ, Matrix.mul_apply, Fintype.sum_bool, h3, h4, t2, t4]
      ring

/-- On a ring of `m + 1` sites, `fib m + fib (m+2)` configurations have no bond `(i, i+1)` whose two
ends are both down. -/
theorem card_no_downPairs (m : ℕ) :
    (univ.filter fun s : Fin (m + 1) → Bool => downPairs s = ∅).card
      = Nat.fib m + Nat.fib (m + 2) := by
  -- the product of the bond weights is the indicator of the allowed configurations
  have hind : ∀ s : Fin (m + 1) → Bool,
      (if downPairs s = ∅ then 1 else 0) = ∏ i, transfer (s i) (s (i + 1)) := by
    intro s
    by_cases h : downPairs s = ∅
    · rw [if_pos h]
      symm
      refine prod_eq_one fun i _ => ?_
      change (if s i = false ∧ s (i + 1) = false then 0 else 1) = 1
      refine if_neg fun hi => ?_
      have hmem : i ∈ downPairs s := mem_filter.2 ⟨mem_univ i, hi⟩
      rw [h] at hmem
      exact notMem_empty i hmem
    · rw [if_neg h]
      obtain ⟨i, hi⟩ := nonempty_iff_ne_empty.2 h
      symm
      refine prod_eq_zero (mem_univ i) ?_
      change (if s i = false ∧ s (i + 1) = false then 0 else 1) = 0
      exact if_pos (mem_filter.1 hi).2
  obtain ⟨h1, -, -, h4⟩ := transfer_pow m
  rw [card_filter, sum_congr rfl fun s _ => hind s, ring_sum_eq_trace]
  simp only [Matrix.trace, Matrix.diag_apply, Fintype.sum_bool, h1, h4]
  omega

/-- For `J > 0` and field `2J`, the least energy of a ring of `n ≥ 1` spins is `-nJ`; the ground
states are the configurations with no bond whose two ends are both down, and they number
`fib (n-1) + fib (n+1)`. -/
theorem saturation_ground_states {J : ℝ} (hJ : 0 < J) (n : ℕ) [NeZero n] :
    IsLeast (Set.range fun s : Fin n → Bool => energy J (2 * J) s) (-(n * J)) ∧
    groundStates J n = {s | downPairs s = ∅} ∧
    (groundStates J n).ncard = Nat.fib (n - 1) + Nat.fib (n + 1) := by
  have hup : energy J (2 * J) (fun _ : Fin n => true) = -(n * J) := by
    rw [energy_eq_downPairs]
    simp [downPairs]
  have hlow : ∀ s : Fin n → Bool, -(n * J) ≤ energy J (2 * J) s := by
    intro s
    rw [energy_eq_downPairs]
    have : 0 ≤ 4 * J * ((downPairs s).card : ℝ) := by positivity
    linarith
  have hset : groundStates J n = {s | downPairs s = ∅} := by
    ext s
    simp only [groundStates, Set.mem_ofPred_eq]
    constructor
    · intro hs
      have h := hs fun _ => true
      rw [hup, energy_eq_downPairs] at h
      by_contra hne
      have hpos : 0 < (downPairs s).card := card_pos.2 (nonempty_iff_ne_empty.2 hne)
      have hpos' : (0 : ℝ) < ((downPairs s).card : ℝ) := by exact_mod_cast hpos
      have : 0 < 4 * J * ((downPairs s).card : ℝ) := by positivity
      linarith
    · intro hs t
      have hs' : downPairs s = ∅ := hs
      have h : energy J (2 * J) s = -(n * J) := by
        rw [energy_eq_downPairs, hs']
        simp
      rw [h]
      exact hlow t
  refine ⟨⟨⟨_, hup⟩, ?_⟩, hset, ?_⟩
  · rintro _ ⟨s, rfl⟩
    exact hlow s
  · rw [hset, Set.ncard_eq_toFinset_card', Set.toFinset_ofPred]
    cases n with
    | zero => exact absurd rfl (NeZero.ne (0 : ℕ))
    | succ m =>
      have h := card_no_downPairs m
      rw [Nat.add_sub_cancel]
      convert h

/-- For `J > 0` the number of ground states on `m + 1` sites is the sum of the `(m+1)`-th
powers of `(1 + √5)/2` and `(1 - √5)/2`. -/
theorem ncard_eq_pow_add_pow {J : ℝ} (hJ : 0 < J) (m : ℕ) :
    ((groundStates J (m + 1)).ncard : ℝ)
      = ((1 + Real.sqrt 5) / 2) ^ (m + 1) + ((1 - Real.sqrt 5) / 2) ^ (m + 1) := by
  have h5 : Real.sqrt 5 ^ 2 = 5 := Real.sq_sqrt (by norm_num)
  -- powers of a root of x² = x + 1 are linear in x with Fibonacci coefficients
  have key : ∀ x : ℝ, x ^ 2 = x + 1 → ∀ k : ℕ,
      x ^ (k + 1) = Nat.fib (k + 1) * x + Nat.fib k := by
    intro x hx k
    induction k with
    | zero => simp
    | succ k ih =>
      have f : Nat.fib (k + 1 + 1) = Nat.fib k + Nat.fib (k + 1) := Nat.fib_add_two
      rw [pow_succ, ih, f]
      push_cast
      linear_combination (Nat.fib (k + 1) : ℝ) * hx
  have f : Nat.fib (m + 1 + 1) = Nat.fib m + Nat.fib (m + 1) := Nat.fib_add_two
  have hp : ((1 + Real.sqrt 5) / 2) ^ 2 = (1 + Real.sqrt 5) / 2 + 1 := by
    linear_combination h5 / 4
  have hq : ((1 - Real.sqrt 5) / 2) ^ 2 = (1 - Real.sqrt 5) / 2 + 1 := by
    linear_combination h5 / 4
  rw [(saturation_ground_states hJ (m + 1)).2.2, Nat.add_sub_cancel, f,
    key ((1 + Real.sqrt 5) / 2) hp m, key ((1 - Real.sqrt 5) / 2) hq m]
  push_cast
  ring

/-- Residual entropy: for `J > 0` the logarithm of the number of ground states, per spin,
tends to `log ((1 + √5)/2)` as the ring grows. -/
theorem residual_entropy {J : ℝ} (hJ : 0 < J) :
    Tendsto (fun m : ℕ => Real.log ((groundStates J (m + 1)).ncard : ℝ) / ((m : ℝ) + 1))
      atTop (𝓝 (Real.log ((1 + Real.sqrt 5) / 2))) := by
  have h5 : 0 < Real.sqrt 5 := Real.sqrt_pos.2 (by norm_num)
  have hW := ncard_eq_pow_add_pow hJ
  obtain ⟨p, hp⟩ : ∃ p : ℝ, p = (1 + Real.sqrt 5) / 2 := ⟨_, rfl⟩
  obtain ⟨q, hq⟩ : ∃ q : ℝ, q = (1 - Real.sqrt 5) / 2 := ⟨_, rfl⟩
  simp only [← hp, ← hq] at hW ⊢
  have hp0 : 0 < p := by rw [hp]; positivity
  have hr : |q / p| < 1 := by
    rw [abs_div, abs_of_pos hp0, div_lt_one hp0, abs_lt]
    constructor <;> linarith
  -- the correction from the smaller root vanishes
  have h1 : Tendsto (fun m : ℕ => (q / p) ^ (m + 1)) atTop (𝓝 0) :=
    (tendsto_pow_atTop_nhds_zero_of_abs_lt_one hr).comp (tendsto_add_atTop_nat 1)
  have h2 : Tendsto (fun m : ℕ => Real.log (1 + (q / p) ^ (m + 1))) atTop (𝓝 0) := by
    have h := (h1.const_add 1).log (by norm_num)
    rwa [add_zero, Real.log_one] at h
  have h3 := (h2.mul (tendsto_one_div_add_atTop_nhds_zero_nat (𝕜 := ℝ))).const_add (Real.log p)
  rw [mul_zero, add_zero] at h3
  refine h3.congr fun m => ?_
  have hlt : |(q / p) ^ (m + 1)| < 1 := by
    rw [abs_pow]
    exact pow_lt_one₀ (abs_nonneg _) hr (Nat.succ_ne_zero m)
  have hne : 1 + (q / p) ^ (m + 1) ≠ 0 := by
    have := (abs_lt.1 hlt).1
    linarith
  have hfac : p ^ (m + 1) + q ^ (m + 1) = p ^ (m + 1) * (1 + (q / p) ^ (m + 1)) := by
    have hpq : p * (q / p) = q := by field_simp
    rw [mul_add, mul_one, ← mul_pow, hpq]
  have hm : (m : ℝ) + 1 ≠ 0 := by positivity
  rw [hW, hfac, Real.log_mul (pow_ne_zero _ hp0.ne') hne, Real.log_pow]
  push_cast
  rw [add_div, mul_div_cancel_left₀ _ hm, mul_one_div]

end IsingSaturation
```

```lean
#print axioms IsingSaturation.residual_entropy
```

```
'IsingSaturation.residual_entropy' depends on axioms: [propext, Classical.choice, Quot.sound]
```

## The ground states and their number

The ring has n ≥ 1 sites, and σ_i = ±1 is the spin at site i, with i+1 taken cyclically. The energy is

E = J Σ σ_i σ_(i+1) − h Σ σ_i.

With this sign, J > 0 is antiferromagnetic; many textbooks put a minus sign in front of J. The magnetic moment is absorbed into h, which is therefore an energy. For n ≥ 2, turning over one spin of the fully aligned ring changes the energy by 2h − 4J, which vanishes at h = 2J. This is the saturation field.

For J > 0 and h = 2J, `saturation_ground_states` states three things:

- The least energy is −nJ. `IsLeast` says that this value is attained and that no configuration lies below it.
- The ground states are exactly the configurations in which no bond (i, i+1) has both ends down. For n ≥ 2 this means that no two adjacent spins are down.
- Their number is F_(n−1) + F_(n+1), where F_k is the Fibonacci number `Nat.fib k`, with F_0 = 0 and F_1 = 1.

For n = 3 the number is 1 + 3 = 4: the aligned ring and the three configurations with one spin down.

`residual_entropy` states that the logarithm of this number, divided by the number of spins, tends to log((1+√5)/2) ≈ 0.481 as the ring grows. This is the entropy per spin in units of Boltzmann's constant.

## Spins, bonds and entropy in the Lean model

A configuration is a map `s : Fin n → Bool`, with `true` for up, and `spin (s i)` is the σ_i above. The instance `NeZero n` excludes the empty ring. The set `groundStates J n` is defined by comparing energies, so the adjacency rule is a result and not part of the definition. `downPairs s` collects the bonds whose two spins are both down, each labelled by its first site.

The smallest rings follow the same bond convention. For n = 1 the site is its own neighbour, so a single down spin counts as a down pair and only the up state is a ground state. For n = 2 the two sites are joined by two bonds, and there are three ground states.

The model is classical, with nearest-neighbour coupling only and the field exactly at 2J. The theorems set the temperature to zero first and let the ring grow afterwards, whereas in a cooled macroscopic sample the large size comes first. For this ring both orders give the same entropy per spin, but that is not proved here. For simulations of this ring with J > 0 and h = 2J, F_(n−1) + F_(n+1) is the exact ground-state degeneracy, with which an enumeration or a Monte Carlo estimate of the density of states can be compared.

## Every down pair costs 4J

Each site is the first end of one bond and the second end of one bond, so Σ σ_(i+1) = Σ σ_i, and the field term can be shared equally between bond ends. At h = 2J this gives

E = J Σ (σ_i σ_(i+1) − σ_i − σ_(i+1)).

The bracket is 1 − 2 = −1 for two up spins, −1 − 0 = −1 for opposite spins, and 1 + 2 = 3 for two down spins. With D the number of down-down bonds,

E = −nJ + 4J D.

Since J > 0, E ≥ −nJ, with equality exactly when D = 0. The aligned ring has D = 0, so the bound is attained.

In `energy_eq_downPairs`, `hshift` is the cyclic relabelling and `bond` checks the four spin pairs; `linear_combination` then multiplies the summed identity by J. The first two parts of `saturation_ground_states` compare each configuration with the all-up one, as above.

The sign of J matters. At J = 0 with n = 3, all eight configurations have energy zero, so J ≥ 0 is not enough for the count of four. At J = −1 with n = 3, the all-down ring has energy −9, below −nJ = 3, so J ≠ 0 is not enough for the minimum.

## Counting with a transfer matrix

Give a bond the weight T(a,b) = 0 if both its spins are down, and 1 otherwise. For J > 0 and h = 2J, the product of the weights around the ring is 1 for a ground state and 0 for any other configuration. Summing over all spins but the first multiplies the matrices together, and summing over the first spin takes the trace. The number of ground states is therefore

W_n = Σ_s T(s_0,s_1) T(s_1,s_2) ⋯ T(s_(n−1),s_0) = Tr Tⁿ.

In the order up, down, the rows of T are (1, 1) and (1, 0). For k ≥ 1 the rows of T^k are

(F_(k+1), F_k) and (F_k, F_(k−1)).

This holds for k = 1, and multiplying by T on the right gives the rows (F_(k+1) + F_k, F_(k+1)) and (F_k + F_(k−1), F_k), which is the same form with k+1. The trace is

W_n = F_(n+1) + F_(n−1).

The Lean proof obtains the trace formula from an open chain. `chain_sum` allows an arbitrary weight `F` on the two end spins; the induction splits off the first bond and absorbs it into that weight. `ring_sum_eq_trace` then chooses the end weight `T b a`, which is the bond that closes the ring. Both lemmas hold for any finite set of spin values and any square matrix over a commutative semiring. `transfer_pow` is the Fibonacci induction, and `card_no_downPairs` identifies the product of weights with the indicator of the allowed configurations and evaluates the trace.

## From Fibonacci numbers to the entropy

Let φ = (1+√5)/2 and ψ = (1−√5)/2, the two roots of x² = x + 1. For either root and n ≥ 1,

xⁿ = F_n x + F_(n−1).

This is clear for n = 1. Multiplying by x and replacing x² by x + 1 gives

x^(n+1) = (F_n + F_(n−1)) x + F_n = F_(n+1) x + F_n.

Adding the formulas for the two roots and using φ + ψ = 1,

φⁿ + ψⁿ = F_n + 2F_(n−1) = F_(n+1) + F_(n−1) = W_n.

This is `ncard_eq_pow_add_pow`, written for `m + 1` spins, with the induction in `key`. Taking out the larger power gives

(log W_n)/n = log φ + (1/n) log(1 + (ψ/φ)ⁿ).

Because |ψ/φ| < 1, the last term tends to zero and log φ remains. In `residual_entropy`, `p` and `q` stand for φ and ψ, `hr` is the bound on the ratio, `h2` and `h3` take the limit, and `hfac` is the factorisation.
